# For \(S\)-orthonormal \(u,d\) and real \(t\neq0\), the \(S\)-Gram matrix of \(u\) and \(u+td\) has eigenvalue ratio at least \(1+4/t^2\)

Near convergence, two successive approximations to an orbital are almost parallel. The smallest example has two basis functions with unit overlap matrix. Let the old iterate be \((1,0)\) and the new one \((1,t)\), with a real step \(t\neq0\). Their matrix of mutual overlaps is

\[
\begin{pmatrix}1&1\\1&1+t^2\end{pmatrix},
\]

with trace \(2+t^2\) and determinant \(t^2\). As \(t\) shrinks, one eigenvalue approaches 2 and the other approaches 0. At \(t=0.1\) their ratio is already about 402. The vectors \((1,0)\) and \((0,1)\) span the same plane, and their overlap matrix is the identity.

With ultrasoft pseudopotentials the orbitals satisfy \(H\psi=\varepsilon S\psi\), and overlaps are taken with the matrix \(S\), which includes the augmentation charge. Let \(u\) and \(d\) satisfy \(u^\dagger Su=d^\dagger Sd=1\) and \(u^\dagger Sd=0\), and let the new iterate be \(w=s(u+td)\) with real \(s,t\neq0\). The larger eigenvalue \(\mu_+\) and the smaller eigenvalue \(\mu_-\) of the \(S\)-Gram matrix of \(u\) and \(w\) then satisfy

\[
\frac{\mu_+}{\mu_-}\ \ge\ 1+\frac{4}{t^2}.
\]

The bound does not contain \(s\), so no rescaling of the new iterate removes the problem.

## The reduced eigenproblem in a subspace solver

Eigensolvers of the Davidson or locally optimal conjugate-gradient type diagonalise \(H\) in a small subspace, which often keeps information from the previous step. The reduced problem has the Gram matrix of the chosen basis on its right-hand side, and a code typically factorises that matrix by Cholesky decomposition. The bound concerns the two-vector part of such a basis for a single band. It favours pairing an iterate with a search direction orthogonalised against it over pairing it with the neighbouring iterate.

In double precision the effect is drastic. For \(s=1\) and \(t=10^{-8}\), the entry \(1+t^2\) rounds to 1. All four entries of the rounded matrix are then equal, and the matrix is singular. The direction should come from the correction itself, since subtracting two stored, nearly parallel iterates loses digits by cancellation.

## Eigenvalues of the overlap matrix

By linearity and orthonormality,

\[
u^\dagger Sw=s(1+t\cdot0)=s,\qquad w^\dagger Su=\overline{u^\dagger Sw}=s,\qquad w^\dagger Sw=s^2(1+t^2).
\]

The second equality uses that \(S\) is Hermitian. Write \(q=s^2(1+t^2)\). The secular equation is

\[
(1-\mu)(q-\mu)-s^2=\mu^2-(1+q)\mu+s^2t^2=0,
\]

because \(q-s^2=s^2t^2\). Its discriminant is

\[
(1+q)^2-4s^2t^2=(1-q)^2+4(q-s^2t^2)=(1-q)^2+4s^2>0,
\]

so the eigenvalues are

\[
\mu_\pm=\tfrac12\left(1+q\pm\sqrt{(1-q)^2+4s^2}\right).
\]

They are distinct, with \(\mu_++\mu_-=1+q\) and \(\mu_+\mu_-=s^2t^2\). Since \(\mu_+>0\) and the product is positive, \(\mu_->0\) as well.

The squared gap is the discriminant, hence

\[
t^2(\mu_+-\mu_-)^2=t^2(1-q)^2+4s^2t^2\ \ge\ 4\mu_+\mu_-\ \ge\ 4\mu_-(\mu_+-\mu_-).
\]

Dividing by the positive gap gives \(t^2(\mu_+-\mu_-)\ge4\mu_-\). Dividing by \(t^2\mu_-\) gives the bound.

If the new iterate is normalised, \(s=1/\sqrt{1+t^2}\) and \(q=1\). The eigenvalues are then \(1\pm s\), and their ratio is \((1+\sqrt{1+t^2})^2/t^2\).

For \(s=1\) there is also an upper bound:

\[
\frac{\mu_+}{\mu_-}=\frac{\mu_+^2}{\mu_+\mu_-}\le\frac{(\mu_++\mu_-)^2}{\mu_+\mu_-}=\frac{(2+t^2)^2}{t^2}.
\]

Together the two bounds show that \(t^2\mu_+/\mu_-\) tends to 4 for small steps, so the constant 4 is the best possible.

For nonzero steps \(t_k\to0\) and any nonzero scalings \(s_k\), the ratio exceeds \(1/t_k^2\) and therefore diverges.

The space spanned is the same for both choices of basis, because \(w=su+st\,d\) and, conversely, \(d=-t^{-1}u+t^{-1}s^{-1}w\). The Gram matrix of \(u\) and \(d\) is the identity. Its secular equation \((1-\mu)^2=0\) has the single root 1.

## The Lean source

```lean
import Mathlib

open Matrix Filter Topology

namespace StoredIterates

noncomputable section

variable {n : Type*} [Fintype n]

/-- The generalized overlap `x† S y` of two coefficient vectors. -/
def overlap (S : Matrix n n ℂ) (x y : n → ℂ) : ℂ := star x ⬝ᵥ (S *ᵥ y)

/-- The overlaps `u† S u` and `d† S d` equal one, and the overlap `u† S d` is zero. -/
def SOrthonormal (S : Matrix n n ℂ) (u d : n → ℂ) : Prop :=
  overlap S u u = 1 ∧ overlap S d d = 1 ∧ overlap S u d = 0

/-- The `S`-Gram matrix of a basis of two vectors. -/
def gram (S : Matrix n n ℂ) (x y : n → ℂ) : Matrix (Fin 2) (Fin 2) ℂ :=
  !![overlap S x x, overlap S x y; overlap S y x, overlap S y y]

/-- The number `μ` is an eigenvalue of `G`: some nonzero vector is multiplied by `μ`. -/
def IsEigenvalue (G : Matrix (Fin 2) (Fin 2) ℂ) (μ : ℂ) : Prop :=
  ∃ v, v ≠ 0 ∧ G *ᵥ v = μ • v

/-- The closed form with the plus sign, for step `t` and scaling `s` of the new iterate. -/
def eigHi (s t : ℝ) : ℝ :=
  (1 + s ^ 2 * (1 + t ^ 2) + √((1 - s ^ 2 * (1 + t ^ 2)) ^ 2 + 4 * s ^ 2)) / 2

/-- The closed form with the minus sign, for step `t` and scaling `s` of the new iterate. -/
def eigLo (s t : ℝ) : ℝ :=
  (1 + s ^ 2 * (1 + t ^ 2) - √((1 - s ^ 2 * (1 + t ^ 2)) ^ 2 + 4 * s ^ 2)) / 2

/-- The eigenvalues of a two-by-two matrix are the roots of its secular equation. -/
theorem isEigenvalue_iff (a b c d μ : ℂ) :
    IsEigenvalue !![a, b; c, d] μ ↔ (a - μ) * (d - μ) - b * c = 0 := by
  have key : IsEigenvalue !![a, b; c, d] μ ↔
      (!![a, b; c, d] - μ • (1 : Matrix (Fin 2) (Fin 2) ℂ)).det = 0 := by
    rw [← Matrix.exists_mulVec_eq_zero_iff]
    simp only [IsEigenvalue, Matrix.sub_mulVec, Matrix.smul_mulVec, Matrix.one_mulVec,
      sub_eq_zero]
  rw [key, Matrix.det_fin_two]
  simp

/-- For Hermitian `S`, exchanging the two vectors conjugates their overlap. -/
theorem overlap_conj {S : Matrix n n ℂ} (hS : S.IsHermitian) (x y : n → ℂ) :
    overlap S y x = star (overlap S x y) := by
  unfold overlap
  conv_lhs => rw [Matrix.star_dotProduct, Matrix.star_mulVec, hS.eq, ← Matrix.dotProduct_mulVec]

/-- For Hermitian `S` and `S`-orthonormal `u`, `d`, this is the Gram matrix of the old
iterate `u` and the new iterate `s (u + t d)`. -/
theorem gram_iterates {S : Matrix n n ℂ} (hS : S.IsHermitian) {u d : n → ℂ}
    (h : SOrthonormal S u d) (s t : ℝ) :
    gram S u ((s : ℂ) • (u + (t : ℂ) • d)) =
      !![1, (s : ℂ); (s : ℂ), (s : ℂ) ^ 2 * (1 + (t : ℂ) ^ 2)] := by
  obtain ⟨huu, hdd, hud⟩ := h
  have hdu : overlap S d u = 0 := by rw [overlap_conj hS, hud, star_zero]
  -- expand each overlap by linearity
  have h1 : overlap S u ((s : ℂ) • (u + (t : ℂ) • d)) = s := by
    simp only [overlap, Matrix.mulVec_smul, Matrix.mulVec_add, dotProduct_smul,
      dotProduct_add, smul_eq_mul] at huu hud ⊢
    linear_combination (s : ℂ) * huu + (s : ℂ) * t * hud
  have h2 : overlap S ((s : ℂ) • (u + (t : ℂ) • d)) u = s := by
    rw [overlap_conj hS, h1, Complex.star_def, Complex.conj_ofReal]
  have h3 : overlap S ((s : ℂ) • (u + (t : ℂ) • d)) ((s : ℂ) • (u + (t : ℂ) • d)) =
      (s : ℂ) ^ 2 * (1 + (t : ℂ) ^ 2) := by
    simp only [overlap, Matrix.mulVec_smul, Matrix.mulVec_add, dotProduct_smul,
      dotProduct_add, smul_dotProduct, add_dotProduct, star_smul, star_add,
      Complex.star_def, Complex.conj_ofReal, smul_eq_mul] at huu hdd hud hdu ⊢
    linear_combination (s : ℂ) ^ 2 * (huu + t * hud + t * hdu + (t : ℂ) ^ 2 * hdd)
  rw [gram, h1, h2, h3, huu]

/-- The two closed forms add up to `1 + s² (1 + t²)` and multiply to `s² t²`. -/
theorem eig_sum_prod (s t : ℝ) :
    eigHi s t + eigLo s t = 1 + s ^ 2 * (1 + t ^ 2) ∧
      eigHi s t * eigLo s t = s ^ 2 * t ^ 2 := by
  have h := Real.sq_sqrt (show 0 ≤ (1 - s ^ 2 * (1 + t ^ 2)) ^ 2 + 4 * s ^ 2 by positivity)
  unfold eigHi eigLo
  constructor
  · ring
  · linear_combination (-1 / 4) * h

/-- For nonzero step and scaling, the two closed forms are positive and distinct, and their
ratio is at least `1 + 4 / t²`. -/
theorem eig_ratio {s t : ℝ} (hs : s ≠ 0) (ht : t ≠ 0) :
    0 < eigLo s t ∧ eigLo s t < eigHi s t ∧ 1 + 4 / t ^ 2 ≤ eigHi s t / eigLo s t := by
  obtain ⟨-, hprod⟩ := eig_sum_prod s t
  have hpos : 0 < (1 - s ^ 2 * (1 + t ^ 2)) ^ 2 + 4 * s ^ 2 := by positivity
  have hgap : eigHi s t - eigLo s t = √((1 - s ^ 2 * (1 + t ^ 2)) ^ 2 + 4 * s ^ 2) := by
    unfold eigHi eigLo
    ring
  have hr : 0 < eigHi s t - eigLo s t := by
    rw [hgap]
    exact Real.sqrt_pos.2 hpos
  have hsq : (eigHi s t - eigLo s t) ^ 2 = (1 - s ^ 2 * (1 + t ^ 2)) ^ 2 + 4 * s ^ 2 := by
    rw [hgap, Real.sq_sqrt hpos.le]
  have ha : 0 < eigHi s t := by
    unfold eigHi
    positivity
  have hb : 0 < eigLo s t := by
    have hp : 0 < eigHi s t * eigLo s t := by
      rw [hprod]
      positivity
    exact (mul_pos_iff_of_pos_left ha).1 hp
  -- the squared gap controls the product of the eigenvalues
  have h1 : 4 * (eigHi s t * eigLo s t) ≤ t ^ 2 * (eigHi s t - eigLo s t) ^ 2 := by
    rw [hsq, hprod]
    nlinarith [mul_nonneg (sq_nonneg t) (sq_nonneg (1 - s ^ 2 * (1 + t ^ 2)))]
  have h2 : 4 * eigLo s t ≤ t ^ 2 * (eigHi s t - eigLo s t) := by
    refine le_of_mul_le_mul_right ?_ hr
    nlinarith [sq_nonneg (eigLo s t)]
  have h3 : 4 / t ^ 2 * eigLo s t ≤ eigHi s t - eigLo s t := by
    rw [div_mul_eq_mul_div, div_le_iff₀ (by positivity)]
    linarith
  refine ⟨hb, by linarith, ?_⟩
  rw [le_div_iff₀ hb, add_mul, one_mul]
  linarith

/-- Let `S` be Hermitian, `u`, `d` be `S`-orthonormal, and `s`, `t` be nonzero. The Gram matrix
of the iterates `u` and `s (u + t d)` has exactly the eigenvalues `eigHi s t` and `eigLo s t`,
which are positive and have a ratio of at least `1 + 4 / t²`. -/
theorem stored_iterates_ill_conditioned {S : Matrix n n ℂ} (hS : S.IsHermitian)
    {u d : n → ℂ} (h : SOrthonormal S u d) {s t : ℝ} (hs : s ≠ 0) (ht : t ≠ 0) :
    (∀ μ : ℂ, IsEigenvalue (gram S u ((s : ℂ) • (u + (t : ℂ) • d))) μ ↔
      μ = eigHi s t ∨ μ = eigLo s t) ∧
    0 < eigLo s t ∧ eigLo s t < eigHi s t ∧ 1 + 4 / t ^ 2 ≤ eigHi s t / eigLo s t := by
  refine ⟨fun μ => ?_, eig_ratio hs ht⟩
  have hsum : (eigHi s t : ℂ) + eigLo s t = 1 + (s : ℂ) ^ 2 * (1 + (t : ℂ) ^ 2) := by
    exact_mod_cast (eig_sum_prod s t).1
  have hprod : (eigHi s t : ℂ) * eigLo s t = (s : ℂ) ^ 2 * (t : ℂ) ^ 2 := by
    exact_mod_cast (eig_sum_prod s t).2
  -- factorize the secular polynomial
  have hfac : (1 - μ) * ((s : ℂ) ^ 2 * (1 + (t : ℂ) ^ 2) - μ) - (s : ℂ) * s =
      (μ - eigHi s t) * (μ - eigLo s t) := by
    linear_combination μ * hsum - hprod
  rw [gram_iterates hS h, isEigenvalue_iff, hfac, mul_eq_zero, sub_eq_zero, sub_eq_zero]

omit [Fintype n] in
/-- For nonzero `s` and `t`, the iterates `u` and `s (u + t d)` span the same space as `u`
and the search direction `d`. -/
theorem same_span (u d : n → ℂ) {s t : ℝ} (hs : s ≠ 0) (ht : t ≠ 0) :
    Submodule.span ℂ {u, (s : ℂ) • (u + (t : ℂ) • d)} = Submodule.span ℂ {u, d} := by
  have h1 : (t : ℂ)⁻¹ * t = 1 := inv_mul_cancel₀ (by exact_mod_cast ht)
  have h2 : (s : ℂ)⁻¹ * s = 1 := inv_mul_cancel₀ (by exact_mod_cast hs)
  apply le_antisymm
  · rw [Submodule.span_le, Set.insert_subset_iff, Set.singleton_subset_iff]
    exact ⟨Submodule.subset_span (by simp),
      Submodule.mem_span_pair.2 ⟨(s : ℂ), (s : ℂ) * t, by module⟩⟩
  · rw [Submodule.span_le, Set.insert_subset_iff, Set.singleton_subset_iff]
    refine ⟨Submodule.subset_span (by simp),
      Submodule.mem_span_pair.2 ⟨-(t : ℂ)⁻¹, (t : ℂ)⁻¹ * (s : ℂ)⁻¹, ?_⟩⟩
    ext i
    simp only [Pi.add_apply, Pi.smul_apply, smul_eq_mul]
    linear_combination ((t : ℂ)⁻¹ * (u i + t * d i)) * h2 + d i * h1

/-- For Hermitian `S` and `S`-orthonormal `u`, `d`, the only eigenvalue of the Gram matrix
of `u` and `d` is one. -/
theorem direction_gram_eigenvalue {S : Matrix n n ℂ} (hS : S.IsHermitian) {u d : n → ℂ}
    (h : SOrthonormal S u d) (μ : ℂ) : IsEigenvalue (gram S u d) μ ↔ μ = 1 := by
  obtain ⟨huu, hdd, hud⟩ := h
  have hdu : overlap S d u = 0 := by rw [overlap_conj hS, hud, star_zero]
  rw [gram, huu, hdd, hud, hdu, isEigenvalue_iff, mul_zero, sub_zero, mul_self_eq_zero,
    sub_eq_zero]
  exact eq_comm

/-- Without rescaling (`s = 1`) and for nonzero `t`, the eigenvalue ratio is at most
`(2 + t²)² / t²`. -/
theorem ratio_upper_bound {t : ℝ} (ht : t ≠ 0) :
    eigHi 1 t / eigLo 1 t ≤ (2 + t ^ 2) ^ 2 / t ^ 2 := by
  obtain ⟨hb, hab, -⟩ := eig_ratio one_ne_zero ht
  have ha : 0 < eigHi 1 t := hb.trans hab
  have hsum : eigHi 1 t + eigLo 1 t = 2 + t ^ 2 := by
    rw [(eig_sum_prod 1 t).1]
    ring
  have hprod : eigHi 1 t * eigLo 1 t = t ^ 2 := by
    rw [(eig_sum_prod 1 t).2]
    ring
  rw [div_le_div_iff₀ hb (by positivity), ← hsum, ← hprod]
  have h : 0 ≤ 2 * eigHi 1 t * eigLo 1 t ^ 2 + eigLo 1 t ^ 3 := by positivity
  nlinarith [h]

/-- If nonzero steps `t k` tend to zero, the eigenvalue ratio grows without bound, for any
nonzero scalings `s k` of the new iterates. -/
theorem ratio_diverges {s t : ℕ → ℝ} (hs : ∀ k, s k ≠ 0) (ht : ∀ k, t k ≠ 0)
    (hlim : Tendsto t atTop (𝓝 0)) :
    Tendsto (fun k => eigHi (s k) (t k) / eigLo (s k) (t k)) atTop atTop := by
  have hsq : Tendsto (fun k => t k ^ 2) atTop (𝓝 0) := by
    simpa using hlim.pow 2
  have hpos : ∀ k, 0 < t k ^ 2 := fun k => pow_pos_of_ne (ht k)
  have hinv : Tendsto (fun k => (t k ^ 2)⁻¹) atTop atTop :=
    tendsto_inv_nhdsGT_zero.comp
      (tendsto_nhdsWithin_iff.2 ⟨hsq, Eventually.of_forall hpos⟩)
  refine tendsto_atTop_mono (fun k => ?_) hinv
  have h := (eig_ratio (hs k) (ht k)).2.2
  have hi : 0 < (t k ^ 2)⁻¹ := inv_pos.2 (hpos k)
  rw [div_eq_mul_inv] at h
  linarith
where
  pow_pos_of_ne {x : ℝ} (hx : x ≠ 0) : 0 < x ^ 2 := by positivity

/-- The vectors `(1, 0)` and `(-1, 1)` are orthonormal for the Hermitian overlap matrix with
rows `(1, 1)` and `(1, 2)`. -/
theorem sOrthonormal_witness :
    (!![1, 1; 1, 2] : Matrix (Fin 2) (Fin 2) ℂ).IsHermitian ∧
      SOrthonormal !![1, 1; 1, 2] ![1, 0] ![-1, 1] := by
  refine ⟨?_, ?_, ?_, ?_⟩
  · ext i j
    fin_cases i <;> fin_cases j <;> simp
  all_goals norm_num [overlap, Matrix.mulVec, dotProduct, Fin.sum_univ_two]

end

end StoredIterates
```

```lean
#print axioms StoredIterates.stored_iterates_ill_conditioned
#print axioms StoredIterates.direction_gram_eigenvalue
#print axioms StoredIterates.ratio_upper_bound
#print axioms StoredIterates.ratio_diverges
```

```
'StoredIterates.stored_iterates_ill_conditioned' depends on axioms: [propext, Classical.choice, Quot.sound]
'StoredIterates.direction_gram_eigenvalue' depends on axioms: [propext, Classical.choice, Quot.sound]
'StoredIterates.ratio_upper_bound' depends on axioms: [propext, Classical.choice, Quot.sound]
'StoredIterates.ratio_diverges' depends on axioms: [propext, Classical.choice, Quot.sound]
```

## Hermitian \(S\), a finite basis, and real step and scale

The type `n` labels a finite set of basis functions, and `u` and `d` are vectors of complex coefficients. `overlap S x y` is \(x^\dagger Sy\), conjugate-linear in the first argument. `SOrthonormal S u d` collects the three orthonormality conditions, and `gram` is the 2×2 matrix of overlaps. `IsEigenvalue G μ` says that some nonzero vector is multiplied by the complex number `μ`. The real numbers `eigHi s t` and `eigLo s t` are \(\mu_+\) and \(\mu_-\). The small letter `s` is the scale of the new iterate and is unrelated to the matrix `S`; `t` is a step length, not a time.

The main theorem, `stored_iterates_ill_conditioned`, assumes a Hermitian `S`, \(S\)-orthonormal `u` and `d`, and nonzero real `s` and `t`. It states that a complex number is an eigenvalue of the Gram matrix exactly when it equals `eigHi s t` or `eigLo s t`. It also states that both are positive, that they are distinct, and that their ratio obeys the bound. Because the Gram matrix is Hermitian with positive eigenvalues, this ratio is its condition number in the 2-norm.

The positive definite \(S\) of an ultrasoft calculation is a special case of the Hermitian hypothesis. A complex step reduces to a real one when its phase is absorbed into \(d\). The vector `d` is the normalised part of the correction that is \(S\)-orthogonal to `u`, not the raw residual or gradient.

## How the lemmas assemble the bound

`isEigenvalue_iff` rewrites the eigenvalue equation as a nonzero vector annihilated by \(G-\mu I\). Mathlib's `exists_mulVec_eq_zero_iff` turns this into a vanishing determinant, which `det_fin_two` expands into the secular equation.

`overlap_conj` supplies the conjugation rule for Hermitian `S`. In `gram_iterates`, `simp only` expands the overlaps by linearity, and `linear_combination` inserts the orthonormality conditions with their coefficients.

`eig_sum_prod` proves the sum and product formulas; the product needs the square of the square root. `eig_ratio` then follows the gap argument above. Its `h1` is the first inequality of the chain, `h2` is the result after division by the gap, and `h3` is the result after division by \(t^2\).

The main theorem factorises the secular polynomial as \((\mu-\mu_+)(\mu-\mu_-)\), using the sum and product, and reads off the roots.

`same_span` proves the two inclusions with the coefficients given above, and `direction_gram_eigenvalue` solves \((1-\mu)^2=0\). In `ratio_upper_bound`, cross-multiplication leaves the nonnegative remainder \(2\mu_+\mu_-^2+\mu_-^3\). `ratio_diverges` compares the ratio with \(1/t_k^2\), which tends to infinity. `sOrthonormal_witness` checks the hypotheses on a concrete pair of vectors with a non-identity `S`.

## From a large ratio to a stalled solver

The theorems concern exact real and complex numbers. The step from a badly conditioned Gram matrix to a solver that stalls depends on floating-point rounding, on the factorisation used and on how the code reacts when it fails, and none of this is modelled. Bases that also hold a residual, or that treat many bands at once, lead to larger Gram matrices. If such a matrix is Hermitian and positive definite and contains the pair \(u,w\), eigenvalue interlacing makes its condition number at least as large as that of the 2×2 block. This last remark is a standard argument added here without a formal proof.
